# A bound on eigenvalue shifts from approximate Kleinman–Bylander projectors in finite dimension

In a real-space calculation I replace each Kleinman–Bylander projector by a truncated or filtered one, so that its overlap with an orbital is a sum over a few grid points near the atom. The error in the projector is small, but some projector energies are large. How far can my eigenvalues move, and is the amplification by a large projector energy real or only a pessimistic estimate?

## The shift is at most $|D|\,\|b-c\|\,(\|b\|+\|c\|)$

Let $H$ be the rest of the Hamiltonian, Hermitian and held fixed on an $n$-dimensional space. Let $D$ be the real projector energy, $b$ the exact projector and $c$ its replacement. Each ordered eigenvalue then moves by at most
$$\varepsilon=|D|\,\|b-c\|\,(\|b\|+\|c\|).$$
The linear growth with $D$ is real in at least one case, given below.

On a grid, norms and overlaps include the volume element. If $\|b\|=1$, $\|c\|\le 1$, $\|b-c\|=10^{-3}$ and $D=5$ Ha, no level moves by more than $10^{-2}$ Ha.

**Expectation values.** The separable term is $P_b x=D\langle b,x\rangle b$, so $\langle x,P_bx\rangle=D|\langle b,x\rangle|^2$. Hence
$$\langle x,P_cx\rangle-\langle x,P_bx\rangle=D\,(|\langle c,x\rangle|-|\langle b,x\rangle|)(|\langle c,x\rangle|+|\langle b,x\rangle|).$$
The first bracket is at most $|\langle c-b,x\rangle|\le\|b-c\|\|x\|$ in magnitude, and the second is at most $(\|b\|+\|c\|)\|x\|$. The difference is therefore at most $\varepsilon\|x\|^2$ in magnitude.

**Eigenvalues.** Let $A=H+P_c$ and $B=H+P_b$ have decreasing eigenvalues $\alpha_i,\beta_i$ and orthonormal eigenvectors $u_i,v_i$, with $i=0,\dots,n-1$. Fix $k$ and require $\langle v_i,x\rangle=0$ for $i<k$ and $\langle u_i,x\rangle=0$ for $i>k$. These are $n-1$ linear conditions, so some $x\ne0$ satisfies them. Since $\langle x,Ax\rangle=\sum_i\alpha_i|\langle u_i,x\rangle|^2$ and $\|x\|^2=\sum_i|\langle u_i,x\rangle|^2$, and likewise for $B$,
$$\alpha_k\|x\|^2\le\langle x,Ax\rangle\le\langle x,Bx\rangle+\varepsilon\|x\|^2\le(\beta_k+\varepsilon)\|x\|^2.$$
Thus $\alpha_k-\beta_k\le\varepsilon$, and exchanging $A$ and $B$ gives the other sign. With several projectors, the expectation-value errors add, and so do the bounds.

**A case of equality.** Take $H=0$ and $D\ge0$. Since $D|\langle b,x\rangle|^2\le D\|b\|^2\|x\|^2$, with equality at $x=b$, the top eigenvalue is $D\|b\|^2$ (if $b=0$, the operator and this value are both zero). For $c=sb$ with $0\le s\le1$ it moves by
$$D\|b\|^2-Ds^2\|b\|^2=D\,(1-s)\|b\|\,(1+s)\|b\|=\varepsilon.$$

**Without Hermiticity.** Real eigenvalues are not enough. Take $H=\begin{pmatrix}0&8\\0&0\end{pmatrix}$, $D=1$, $b=0$, $c=(1,1)$. The eigenvalues go from $0,0$ to $4,-2$, while $\varepsilon=2$.

## What the Lean statements say

`E` is the state space, `finrank ℂ E = n` its dimension, `projector D b` the operator $P_b$, and `IsSymmetric` means Hermitian. `eigenvalues hn k` counts multiplicity and decreases with `k`, so the lowest level has index $n-1$.

`projector_eigenvalue_error` is the single-projector bound. `many_projectors_eigenvalue_error` assumes that the two full Hamiltonians are Hermitian and has one real energy per projector, without off-diagonal couplings. `error_bound_attained` uses dimension `n + 1`, so that level 0 exists.

The theorems compare the exact eigenvalues of the two Hamiltonians, each with its own eigenvectors, so the orbitals are not frozen. They give no bound on the error in the orbitals themselves, and they treat neither the self-consistent response of $H$ nor generalised eigenproblems with an overlap matrix.

```lean
import Mathlib

open scoped InnerProductSpace
open Module

namespace KleinmanBylanderProjectorError

noncomputable section

variable {E : Type*} [NormedAddCommGroup E] [InnerProductSpace ℂ E]

/-- The separable Kleinman-Bylander term `D |b⟩⟨b|` with projector energy `D` and
projector vector `b`. -/
def projector (D : ℝ) (b : E) : E →ₗ[ℂ] E where
  toFun x := ((D : ℂ) * ⟪b, x⟫_ℂ) • b
  map_add' x y := by rw [inner_add_right, mul_add, add_smul]
  map_smul' a x := by
    rw [inner_smul_right, RingHom.id_apply, smul_smul]
    congr 1
    ring

/-- The separable term with a real projector energy is Hermitian. -/
theorem projector_isSymmetric (D : ℝ) (b : E) : (projector D b).IsSymmetric := by
  intro x y
  change ⟪((D : ℂ) * ⟪b, x⟫_ℂ) • b, y⟫_ℂ = ⟪x, ((D : ℂ) * ⟪b, y⟫_ℂ) • b⟫_ℂ
  rw [inner_smul_left, inner_smul_right, map_mul, Complex.conj_ofReal, inner_conj_symm]
  ring

/-- For every vector `x`, normalised or not, the separable term `P` has `Re ⟨x, P x⟩ = D |⟨b, x⟩|²`.
-/
theorem projector_form (D : ℝ) (b x : E) :
    (⟪x, projector D b x⟫_ℂ).re = D * ‖⟪b, x⟫_ℂ‖ ^ 2 := by
  change (⟪x, ((D : ℂ) * ⟪b, x⟫_ℂ) • b⟫_ℂ).re = _
  rw [inner_smul_right, ← inner_conj_symm x b, mul_assoc, Complex.mul_conj,
    Complex.normSq_eq_norm_sq, ← Complex.ofReal_mul, Complex.ofReal_re]

/-- Replacing the projector vector `b` by `c` changes `Re ⟨x, P x⟩`, where `P` is the separable term
and `x` any vector, by at most `|D| ‖b - c‖ (‖b‖ + ‖c‖) ‖x‖²`. -/
theorem projector_form_error (D : ℝ) (b c x : E) :
    |(⟪x, projector D c x⟫_ℂ).re - (⟪x, projector D b x⟫_ℂ).re|
      ≤ |D| * ‖b - c‖ * (‖b‖ + ‖c‖) * ‖x‖ ^ 2 := by
  have h1 : |‖⟪c, x⟫_ℂ‖ - ‖⟪b, x⟫_ℂ‖| ≤ ‖b - c‖ * ‖x‖ := by
    calc |‖⟪c, x⟫_ℂ‖ - ‖⟪b, x⟫_ℂ‖| ≤ ‖⟪c, x⟫_ℂ - ⟪b, x⟫_ℂ‖ := abs_norm_sub_norm_le _ _
      _ = ‖⟪c - b, x⟫_ℂ‖ := by rw [inner_sub_left]
      _ ≤ ‖c - b‖ * ‖x‖ := norm_inner_le_norm _ _
      _ = ‖b - c‖ * ‖x‖ := by rw [norm_sub_rev]
  have h2 : ‖⟪c, x⟫_ℂ‖ + ‖⟪b, x⟫_ℂ‖ ≤ (‖b‖ + ‖c‖) * ‖x‖ := by
    have hb : ‖⟪b, x⟫_ℂ‖ ≤ ‖b‖ * ‖x‖ := norm_inner_le_norm _ _
    have hc : ‖⟪c, x⟫_ℂ‖ ≤ ‖c‖ * ‖x‖ := norm_inner_le_norm _ _
    linarith
  have h3 : 0 ≤ ‖⟪c, x⟫_ℂ‖ + ‖⟪b, x⟫_ℂ‖ := by positivity
  -- a difference of squares factors into the two quantities just bounded
  have h4 : D * ‖⟪c, x⟫_ℂ‖ ^ 2 - D * ‖⟪b, x⟫_ℂ‖ ^ 2
      = D * ((‖⟪c, x⟫_ℂ‖ - ‖⟪b, x⟫_ℂ‖) * (‖⟪c, x⟫_ℂ‖ + ‖⟪b, x⟫_ℂ‖)) := by ring
  rw [projector_form, projector_form, h4, abs_mul, abs_mul, abs_of_nonneg h3]
  calc _ ≤ |D| * ((‖b - c‖ * ‖x‖) * ((‖b‖ + ‖c‖) * ‖x‖)) :=
        mul_le_mul_of_nonneg_left (mul_le_mul h1 h2 h3 (by positivity)) (abs_nonneg D)
    _ = _ := by ring

variable [FiniteDimensional ℂ E] {n : ℕ}

/-- In an `n`-dimensional space, `n` vectors of which one is zero leave room for a nonzero
state orthogonal to all of them. -/
theorem exists_orthogonal (hn : finrank ℂ E = n) (u : Fin n → E) (k : Fin n)
    (hk : u k = 0) : ∃ x : E, x ≠ 0 ∧ ∀ i, ⟪u i, x⟫_ℂ = 0 := by
  by_contra hx
  let L : E →ₗ[ℂ] (Fin n → ℂ) :=
    { toFun := fun x i => ⟪u i, x⟫_ℂ
      map_add' := fun x y => funext fun i => inner_add_right _ _ _
      map_smul' := fun a x => funext fun i => inner_smul_right _ _ _ }
  have hi : Function.Injective L := by
    refine (injective_iff_map_eq_zero L).2 fun x h0 => ?_
    by_contra hne
    exact hx ⟨x, hne, fun i => congrFun h0 i⟩
  have hd : finrank ℂ E = finrank ℂ (Fin n → ℂ) := by simp [hn]
  -- an injective overlap map would be onto, but its component `k` vanishes
  obtain ⟨y, hy⟩ :=
    (LinearMap.injective_iff_surjective_of_finrank_eq_finrank hd).1 hi (fun _ => 1)
  have h1 : ⟪u k, y⟫_ℂ = 1 := congrFun hy k
  rw [hk, inner_zero_left] at h1
  exact zero_ne_one h1

/-- For Hermitian `A` with eigenvalues in decreasing order and an orthonormal eigenbasis, a vector
`x` orthogonal to the eigenvectors before `k` has `⟨x, A x⟩ ≤ λₖ ‖x‖²`, and one orthogonal to those
after `k` has `λₖ ‖x‖² ≤ ⟨x, A x⟩`. -/
theorem form_bounds {A : E →ₗ[ℂ] E} (hA : A.IsSymmetric) (hn : finrank ℂ E = n)
    (k : Fin n) (x : E) :
    ((∀ i < k, ⟪hA.eigenvectorBasis hn i, x⟫_ℂ = 0) →
      (⟪x, A x⟫_ℂ).re ≤ hA.eigenvalues hn k * ‖x‖ ^ 2) ∧
    ((∀ i > k, ⟪hA.eigenvectorBasis hn i, x⟫_ℂ = 0) →
      hA.eigenvalues hn k * ‖x‖ ^ 2 ≤ (⟪x, A x⟫_ℂ).re) := by
  -- expansion of the expectation value in eigenvectors
  have hs : (⟪x, A x⟫_ℂ).re
      = ∑ i, hA.eigenvalues hn i * ‖⟪hA.eigenvectorBasis hn i, x⟫_ℂ‖ ^ 2 := by
    rw [← (hA.eigenvectorBasis hn).sum_inner_mul_inner x (A x), Complex.re_sum]
    refine Finset.sum_congr rfl fun i _ => ?_
    have e : A (hA.eigenvectorBasis hn i)
        = ((hA.eigenvalues hn i : ℝ) : ℂ) • hA.eigenvectorBasis hn i :=
      hA.apply_eigenvectorBasis hn i
    rw [← hA (hA.eigenvectorBasis hn i) x, e, inner_smul_left,
      ← inner_conj_symm x (hA.eigenvectorBasis hn i), Complex.conj_ofReal, mul_left_comm,
      ← Complex.normSq_eq_conj_mul_self, Complex.normSq_eq_norm_sq, ← Complex.ofReal_mul,
      Complex.ofReal_re]
  have hN := (hA.eigenvectorBasis hn).sum_sq_norm_inner_right x
  rw [hs, ← hN, Finset.mul_sum]
  constructor <;> intro h <;> refine Finset.sum_le_sum fun i _ => ?_
  · by_cases hi : i < k
    · simp [h i hi]
    · exact mul_le_mul_of_nonneg_right (hA.eigenvalues_antitone hn (not_lt.1 hi)) (sq_nonneg _)
  · by_cases hi : k < i
    · simp [h i hi]
    · exact mul_le_mul_of_nonneg_right (hA.eigenvalues_antitone hn (not_lt.1 hi)) (sq_nonneg _)

/-- If `A` and `B` are Hermitian and `⟨x, A x⟩` and `⟨x, B x⟩` differ by at most `ε ‖x‖²` for every
vector `x`, their ordered eigenvalues differ by at most `ε`. -/
theorem eigenvalue_error {A B : E →ₗ[ℂ] E} (hA : A.IsSymmetric) (hB : B.IsSymmetric)
    (hn : finrank ℂ E = n) {ε : ℝ}
    (h : ∀ x, |(⟪x, A x⟫_ℂ).re - (⟪x, B x⟫_ℂ).re| ≤ ε * ‖x‖ ^ 2) (k : Fin n) :
    |hA.eigenvalues hn k - hB.eigenvalues hn k| ≤ ε := by
  have key : ∀ {S T : E →ₗ[ℂ] E} (hS : S.IsSymmetric) (hT : T.IsSymmetric),
      (∀ x, (⟪x, S x⟫_ℂ).re - (⟪x, T x⟫_ℂ).re ≤ ε * ‖x‖ ^ 2) →
      hS.eigenvalues hn k - hT.eigenvalues hn k ≤ ε := by
    intro S T hS hT hST
    -- a state free of the later levels of `S` and of the earlier levels of `T`
    obtain ⟨x, hx, hu⟩ := exists_orthogonal hn
      (fun i => if i < k then hT.eigenvectorBasis hn i
        else if k < i then hS.eigenvectorBasis hn i else 0) k (by simp)
    have h1 := (form_bounds hT hn k x).1 fun i hi => by simpa [hi] using hu i
    have h2 := (form_bounds hS hn k x).2 fun i hi => by
      have hi' : k < i := hi
      simpa [hi', not_lt_of_ge hi'.le] using hu i
    have hp : 0 < ‖x‖ ^ 2 := pow_pos (norm_pos_iff.2 hx) 2
    refine le_of_mul_le_mul_right ?_ hp
    linarith [hST x]
  exact abs_sub_le_iff.2 ⟨key hA hB fun x => (abs_sub_le_iff.1 (h x)).1,
    key hB hA fun x => (abs_sub_le_iff.1 (h x)).2⟩

/-- For Hermitian `H` and real `D`, replacing the exact projector `b` by an approximate `c`
shifts each ordered eigenvalue of `H + D |b⟩⟨b|` by at most `|D| ‖b - c‖ (‖b‖ + ‖c‖)`. -/
theorem projector_eigenvalue_error {H : E →ₗ[ℂ] E} (hH : H.IsSymmetric)
    (hn : finrank ℂ E = n) (D : ℝ) (b c : E) (k : Fin n) :
    |(hH.add (projector_isSymmetric D c)).eigenvalues hn k
        - (hH.add (projector_isSymmetric D b)).eigenvalues hn k|
      ≤ |D| * ‖b - c‖ * (‖b‖ + ‖c‖) := by
  refine eigenvalue_error _ _ hn (fun x => ?_) k
  simpa only [LinearMap.add_apply, inner_add_right, Complex.add_re, add_sub_add_left_eq_sub]
    using projector_form_error D b c x

/-- If `H + ∑ D i |b i⟩⟨b i|` and `H + ∑ D i |c i⟩⟨c i|` are both Hermitian, with real `D i`, their
ordered eigenvalues differ by at most the sum of the single-projector bounds
`|D i| ‖b i - c i‖ (‖b i‖ + ‖c i‖)`. -/
theorem many_projectors_eigenvalue_error {ι : Type*} [Fintype ι] {H : E →ₗ[ℂ] E}
    (hn : finrank ℂ E = n) (D : ι → ℝ) (b c : ι → E)
    (hb : (H + ∑ i, projector (D i) (b i)).IsSymmetric)
    (hc : (H + ∑ i, projector (D i) (c i)).IsSymmetric) (k : Fin n) :
    |hc.eigenvalues hn k - hb.eigenvalues hn k|
      ≤ ∑ i, |D i| * ‖b i - c i‖ * (‖b i‖ + ‖c i‖) := by
  refine eigenvalue_error hc hb hn (fun x => ?_) k
  simp only [LinearMap.add_apply, LinearMap.sum_apply, inner_add_right, inner_sum,
    Complex.add_re, Complex.re_sum, add_sub_add_left_eq_sub]
  rw [← Finset.sum_sub_distrib, Finset.sum_mul]
  exact (Finset.abs_sum_le_sum_abs _ _).trans
    (Finset.sum_le_sum fun i _ => projector_form_error (D i) (b i) (c i) x)

/-- For `D ≥ 0` the largest eigenvalue of the separable term alone is `D ‖b‖²`. -/
theorem projector_top_eigenvalue (hn : finrank ℂ E = n + 1) {D : ℝ} (hD : 0 ≤ D) (b : E) :
    (projector_isSymmetric D b).eigenvalues hn 0 = D * ‖b‖ ^ 2 := by
  have hP := projector_isSymmetric D b
  obtain ⟨v, hv, hPv⟩ : ∃ v : E, ‖v‖ = 1 ∧
      projector D b v = ((hP.eigenvalues hn 0 : ℝ) : ℂ) • v :=
    ⟨hP.eigenvectorBasis hn 0, (hP.eigenvectorBasis hn).orthonormal.1 0,
      hP.apply_eigenvectorBasis hn 0⟩
  have he : hP.eigenvalues hn 0 = D * ‖⟪b, v⟫_ℂ‖ ^ 2 := by
    rw [← projector_form, hPv, inner_smul_right, inner_self_eq_norm_sq_to_K, hv]
    simp
  apply le_antisymm
  · have h1 : ‖⟪b, v⟫_ℂ‖ ≤ ‖b‖ := by
      simpa [hv] using norm_inner_le_norm (𝕜 := ℂ) b v
    rw [he]
    gcongr
  · by_cases hb : b = 0
    · have h0 : D * ‖b‖ ^ 2 = 0 := by simp [hb]
      rw [h0, he]
      positivity
    · -- the projector vector itself serves as trial state
      have h1 := (form_bounds hP hn 0 b).1 fun i hi => absurd hi (Fin.not_lt_zero i)
      have h2 : ‖⟪b, b⟫_ℂ‖ = ‖b‖ ^ 2 := by
        rw [inner_self_eq_norm_sq_to_K]
        simp
      rw [projector_form, h2] at h1
      refine le_of_mul_le_mul_right ?_ (pow_pos (norm_pos_iff.2 hb) 2)
      linarith

/-- The error bound is attained: for `D ≥ 0` and `H = 0`, scaling the projector by a factor
`0 ≤ s ≤ 1` shifts the largest eigenvalue by exactly the bound. -/
theorem error_bound_attained (hn : finrank ℂ E = n + 1) {D s : ℝ} (hD : 0 ≤ D)
    (hs : 0 ≤ s) (hs1 : s ≤ 1) (b : E) :
    |(projector_isSymmetric D ((s : ℂ) • b)).eigenvalues hn 0
        - (projector_isSymmetric D b).eigenvalues hn 0|
      = |D| * ‖b - (s : ℂ) • b‖ * (‖b‖ + ‖(s : ℂ) • b‖) := by
  have h1 : ‖(s : ℂ) • b‖ = s * ‖b‖ := by
    rw [norm_smul, Complex.norm_real, Real.norm_of_nonneg hs]
  have h2 : ‖b - (s : ℂ) • b‖ = (1 - s) * ‖b‖ := by
    have e : b - (s : ℂ) • b = ((1 - s : ℝ) : ℂ) • b := by
      rw [Complex.ofReal_sub, Complex.ofReal_one, sub_smul, one_smul]
    rw [e, norm_smul, Complex.norm_real, Real.norm_of_nonneg (sub_nonneg.2 hs1)]
  rw [projector_top_eigenvalue hn hD, projector_top_eigenvalue hn hD, h1, h2,
    abs_of_nonneg hD, abs_sub_comm]
  have h3 : D * ‖b‖ ^ 2 - D * (s * ‖b‖) ^ 2
      = D * ((1 - s) * ‖b‖) * (‖b‖ + s * ‖b‖) := by ring
  have h4 : 0 ≤ 1 - s := sub_nonneg.2 hs1
  rw [h3, abs_of_nonneg (by positivity)]

end

end KleinmanBylanderProjectorError
```

```lean
#print axioms KleinmanBylanderProjectorError.projector_eigenvalue_error
#print axioms KleinmanBylanderProjectorError.many_projectors_eigenvalue_error
#print axioms KleinmanBylanderProjectorError.error_bound_attained
```

```
'KleinmanBylanderProjectorError.projector_eigenvalue_error' depends on axioms: [propext, Classical.choice, Quot.sound]
'KleinmanBylanderProjectorError.many_projectors_eigenvalue_error' depends on axioms: [propext, Classical.choice, Quot.sound]
'KleinmanBylanderProjectorError.error_bound_attained' depends on axioms: [propext, Classical.choice, Quot.sound]
```

## From overlaps to eigenvalues in the code

`projector_isSymmetric` and `projector_form` give Hermiticity and the expectation value. `projector_form_error` bounds the two brackets as `h1` and `h2`, and `h4` is the factorisation.

`exists_orthogonal` does the dimension count. It takes $n$ vectors, the one at `k` being zero. If only $x=0$ were orthogonal to all of them, the map from $x$ to its overlaps would be injective, hence onto, yet its component `k` is always zero.

`form_bounds` expands in eigenvectors and compares term by term. `eigenvalue_error` combines these two lemmas in `key`, which it applies once in each direction. In the two projector bounds, $H$ cancels from the difference of expectation values.

`projector_top_eigenvalue` gets the upper bound from a unit eigenvector and Cauchy–Schwarz, and the lower one from the trial state $b$, with $b=0$ treated separately. `error_bound_attained` then computes the two norms and factors the difference in `h3`.
